# Singlet–doublet crossing of a superconducting dot in the atomic limit

Take a quantum dot with a single orbital and repulsion \(U>0\) between two electrons on it, and put the orbital energy at \(-U/2\), measured from the chemical potential of the electrodes around the dot. The empty dot and the doubly occupied dot then both have energy \(0\), while a single electron of either spin has energy \(-U/2\). As long as the dot is decoupled from the electrodes, the single electron wins. Now couple it to them, and let them be superconductors with a very large gap, so that they add and remove electrons only in pairs, with amplitude \(g>0\). The pairing mixes the two states of energy \(0\) into \((|0\rangle\pm|{\uparrow\downarrow}\rangle)/\sqrt2\), with energies \(\pm g\), and leaves the single electron alone. The ground state is therefore a singlet when \(g>U/2\) and a spin doublet when \(g<U/2\).

For a general real orbital energy \(e\), complex pairing \(g\) and repulsion \(U\ge 0\), the lowest singlet energy \(E_s\) satisfies

\[
E_s<e \iff \left(e+\tfrac U2\right)^2+|g|^2>\tfrac{U^2}{4}.
\]

## The phase boundary by hand

Let \(d_\uparrow,d_\downarrow\) annihilate an electron on the dot, and write \(n_\sigma=d_\sigma^\dagger d_\sigma\). In the atomic limit the superconducting gap is taken to be very large, so the leads have no accessible quasiparticles and survive only as a pairing term:

\[
H=e(n_\uparrow+n_\downarrow)+U n_\uparrow n_\downarrow+g\,d_\downarrow d_\uparrow+\bar g\,d_\uparrow^\dagger d_\downarrow^\dagger .
\]

Energies are measured from the chemical potential of the superconductors. With \(|{\uparrow\downarrow}\rangle=d_\uparrow^\dagger d_\downarrow^\dagger|0\rangle\), the Hamiltonian acts as

\[
H|0\rangle=\bar g|{\uparrow\downarrow}\rangle,\qquad
H|\sigma\rangle=e|\sigma\rangle,\qquad
H|{\uparrow\downarrow}\rangle=g|0\rangle+(2e+U)|{\uparrow\downarrow}\rangle .
\]

The one-electron states thus form a doublet at energy \(e\), and the other two states form the singlet block

\[
\begin{pmatrix}0&g\\ \bar g&2e+U\end{pmatrix}.
\]

Its eigenvalues \(E\) make the determinant of the block minus \(E\) vanish:

\[
(-E)(2e+U-E)-|g|^2=0,\qquad\text{that is,}\qquad E(E-2e-U)=|g|^2 .
\]

Put \(m=e+U/2\) and \(R=\sqrt{m^2+|g|^2}\). Adding \(m^2\) to both sides gives \((E-m)^2=R^2\), so \(E=m\pm R\), and the lower singlet energy is

\[
E_s=e+\tfrac U2-R .
\]

Hence \(E_s<e\) means \(U/2<R\). Both sides are non-negative because \(U\ge0\), so the inequality is equivalent to \(U^2/4<R^2\), which is the claim. In the same way \(e<E_s\) is equivalent to \(R^2<U^2/4\). The ground energy of the whole dot is \(\min(E_s,e)\).

In the plane with coordinates \(e+U/2\) and \(|g|\), the boundary is a half circle of radius \(U/2\), with the doublet inside. At \(U=0\) the doublet region is empty, and the two energies coincide only at \(e=g=0\). The sign condition on \(U\) matters: for \(U=-2\), \(e=1\), \(g=0\) the singlet energy \(0\) lies below \(e\), although the inequality on the right fails.

For two equally coupled leads with superconducting phases \(\pm\varphi/2\), the pairing amplitudes add to \(g=\Gamma\cos(\varphi/2)\), where \(\Gamma\) measures the total coupling. At \(e=-U/2\) the condition becomes \(U/2<|\Gamma\cos(\varphi/2)|\), so the phase difference can drive the crossing.

This crossing is called the zero-pi transition after the Josephson current, which reverses sign in the doublet phase of a single-orbital junction with a finite gap. What is established here is the ordering of the energies. The doublet energy \(e\) does not depend on \(\varphi\), so in this limit the doublet carries no supercurrent; the reversed current comes from finite-gap corrections. For a single orbital in the large-gap limit, the boundary gives an exact reference for numerical solvers of the superconducting Anderson model.

## The dot as a four-dimensional matrix model

In Lean 4 with Mathlib:

```lean
import Mathlib

open Matrix ComplexConjugate

namespace SuperconductingDot

noncomputable section
```

The basis order is \(|0\rangle,|{\uparrow}\rangle,|{\downarrow}\rangle,|{\uparrow\downarrow}\rangle\), numbered \(0\) to \(3\). The spin-up operator removes an electron without a sign.

```lean
/-- Annihilation of a spin-up electron in the basis `|0⟩, |↑⟩, |↓⟩, |↑↓⟩`. -/
def dUp : Matrix (Fin 4) (Fin 4) ℂ :=
  !![0, 1, 0, 0; 0, 0, 0, 0; 0, 0, 0, 1; 0, 0, 0, 0]
```

The spin-down operator carries a minus sign when it acts on the doubly occupied state, because it must pass the spin-up electron first.

```lean
/-- Annihilation of a spin-down electron in the same basis, with the fermionic sign. -/
def dDown : Matrix (Fin 4) (Fin 4) ℂ :=
  !![0, 0, 1, 0; 0, 0, 0, -1; 0, 0, 0, 0; 0, 0, 0, 0]
```

The Hamiltonian is built from these matrices, with `ᴴ` for the adjoint and `conj g` for \(\bar g\). The types make `e` and `U` real and `g` complex. The pairing is a parameter: its derivation from leads with a large gap is part of the physical input.

```lean
/-- The dot in the atomic limit: level energy `e`, repulsion `U` and induced pairing `g`. -/
def dotH (e U : ℝ) (g : ℂ) : Matrix (Fin 4) (Fin 4) ℂ :=
  (e : ℂ) • (dUpᴴ * dUp + dDownᴴ * dDown) + (U : ℂ) • ((dUpᴴ * dUp) * (dDownᴴ * dDown))
    + g • (dDown * dUp) + conj g • (dUpᴴ * dDownᴴ)
```

The singlet block is defined separately, so that its relation to the full Hamiltonian is something to prove.

```lean
/-- The singlet matrix, in the basis of the empty and the doubly occupied dot. -/
def singletH (e U : ℝ) (g : ℂ) : Matrix (Fin 2) (Fin 2) ℂ :=
  !![0, g; conj g, 2 * (e : ℂ) + (U : ℂ)]
```

An energy level is a real number with a nonzero eigenvector. Restricting to real numbers loses nothing for these matrices, since they are Hermitian.

```lean
/-- `E` is an energy level of `H`: some nonzero state satisfies `H v = E v`. -/
def IsLevel {n : Type} [Fintype n] (H : Matrix n n ℂ) (E : ℝ) : Prop :=
  ∃ v : n → ℂ, v ≠ 0 ∧ H *ᵥ v = (E : ℂ) • v
```

The levels could also have been taken from Mathlib's eigenvalues of a Hermitian matrix, which are counted with multiplicity. That would make the twofold degeneracy of the doublet visible, at the price of a proof of hermiticity and some work to identify which eigenvalue is which. `IsLevel` records only which energies occur, and this is enough to compare the lowest ones.

The last definition is the closed form \(E_s=m-R\). At this point it is only a formula; that it is the smallest eigenvalue is proved below.

```lean
/-- The lower singlet energy in closed form. -/
def singletEnergy (e U : ℝ) (g : ℂ) : ℝ :=
  e + U / 2 - √((e + U / 2) ^ 2 + ‖g‖ ^ 2)
```

## From the operators to the singlet block

The first theorem confirms that the two matrices describe fermions. After the adjoints are written out, each relation is checked entry by entry.

```lean
/-- The two annihilation matrices obey the fermionic anticommutation relations. -/
theorem anticommutation :
    dUp * dUpᴴ + dUpᴴ * dUp = 1 ∧ dDown * dDownᴴ + dDownᴴ * dDown = 1 ∧
    dUp * dDown + dDown * dUp = 0 ∧ dUp * dDownᴴ + dDownᴴ * dUp = 0 ∧
    dUp * dUp = 0 ∧ dDown * dDown = 0 := by
  -- the creation matrices in explicit form
  have hu : dUpᴴ = !![0, 0, 0, 0; 1, 0, 0, 0; 0, 0, 0, 0; 0, 0, 1, 0] := by
    ext i j
    fin_cases i <;> fin_cases j <;> simp [dUp, Matrix.conjTranspose_apply]
  have hd : dDownᴴ = !![0, 0, 0, 0; 0, 0, 0, 0; 1, 0, 0, 0; 0, -1, 0, 0] := by
    ext i j
    fin_cases i <;> fin_cases j <;> simp [dDown, Matrix.conjTranspose_apply]
  rw [hu, hd]
  refine ⟨?_, ?_, ?_, ?_, ?_, ?_⟩ <;> ext i j <;> fin_cases i <;> fin_cases j <;>
    simp [dUp, dDown, Matrix.mul_apply, Fin.sum_univ_four]
```

The same entrywise calculation gives the matrix of \(H\), and so the action on the four basis states found by hand. The final `ring` settles the diagonal entry \(2e+U\).

```lean
/-- In the occupation basis, pairing couples only the empty and the doubly occupied dot. -/
theorem dotH_eq (e U : ℝ) (g : ℂ) :
    dotH e U g = !![0, 0, 0, g; 0, (e : ℂ), 0, 0; 0, 0, (e : ℂ), 0;
      conj g, 0, 0, 2 * (e : ℂ) + (U : ℂ)] := by
  ext i j
  fin_cases i <;> fin_cases j <;>
    simp [dotH, dUp, dDown, Matrix.mul_apply, Fin.sum_univ_four]
  -- only the energy of the doubly occupied dot remains
  ring
```

The next theorem splits the spectrum: \(E\) is a level of the dot exactly when \(E=e\) or \(E\) is a level of the singlet block.

In the forward direction, `h0` to `h3` are the four components of \(Hv=Ev\). If \(E\ne e\), the middle two read \((E-e)v_1=0\) and \((E-e)v_2=0\), so both one-electron amplitudes vanish. The pair \((v_0,v_3)\) is then a nonzero eigenvector of the block. Conversely, \(|{\uparrow}\rangle\) is an eigenvector at energy \(e\), and any singlet eigenvector becomes an eigenvector of the dot when zeros are inserted for the one-electron amplitudes.

```lean
/-- The levels of the dot are the one-electron energy `e` and the levels of the singlet matrix. -/
theorem dot_level_iff (e U : ℝ) (g : ℂ) (E : ℝ) :
    IsLevel (dotH e U g) E ↔ E = e ∨ IsLevel (singletH e U g) E := by
  rw [dotH_eq]
  constructor
  · rintro ⟨v, hv, h⟩
    by_cases hE : E = e
    · exact Or.inl hE
    right
    have h0 : g * v 3 = E * v 0 := by
      simpa [Matrix.mulVec, dotProduct, Fin.sum_univ_four] using congrFun h 0
    have h1 : (e : ℂ) * v 1 = E * v 1 := by
      simpa [Matrix.mulVec, dotProduct, Fin.sum_univ_four] using congrFun h 1
    have h2 : (e : ℂ) * v 2 = E * v 2 := by
      simpa [Matrix.mulVec, dotProduct, Fin.sum_univ_four] using congrFun h 2
    have h3 : conj g * v 0 + (2 * (e : ℂ) + U) * v 3 = E * v 3 := by
      simpa [Matrix.mulVec, dotProduct, Fin.sum_univ_four] using congrFun h 3
    -- away from the energy e the one-electron amplitudes vanish
    have hne : (E : ℂ) - e ≠ 0 := sub_ne_zero.mpr (fun hc => hE (Complex.ofReal_injective hc))
    have v1 : v 1 = 0 :=
      (mul_eq_zero.mp (show ((E : ℂ) - e) * v 1 = 0 by linear_combination -h1)).resolve_left hne
    have v2 : v 2 = 0 :=
      (mul_eq_zero.mp (show ((E : ℂ) - e) * v 2 = 0 by linear_combination -h2)).resolve_left hne
    refine ⟨![v 0, v 3], ?_, ?_⟩
    · intro hz
      have a : v 0 = 0 := congrFun hz 0
      have b : v 3 = 0 := congrFun hz 1
      apply hv
      funext i
      fin_cases i
      exacts [a, v1, v2, b]
    · funext i
      fin_cases i
      · simpa [singletH, Matrix.mulVec, dotProduct, Fin.sum_univ_two] using h0
      · simpa [singletH, Matrix.mulVec, dotProduct, Fin.sum_univ_two] using h3
  · rintro (hE | ⟨v, hv, h⟩)
    · refine ⟨![0, 1, 0, 0], fun hz => one_ne_zero (α := ℂ) (congrFun hz 1), ?_⟩
      funext i
      fin_cases i <;> simp [hE, Matrix.mulVec, dotProduct, Fin.sum_univ_four]
    · have h0 : g * v 1 = E * v 0 := by
        simpa [singletH, Matrix.mulVec, dotProduct, Fin.sum_univ_two] using congrFun h 0
      have h1 : conj g * v 0 + (2 * (e : ℂ) + U) * v 1 = E * v 1 := by
        simpa [singletH, Matrix.mulVec, dotProduct, Fin.sum_univ_two] using congrFun h 1
      refine ⟨![v 0, 0, 0, v 1], ?_, ?_⟩
      · intro hz
        have a : v 0 = 0 := congrFun hz 0
        have b : v 1 = 0 := congrFun hz 3
        apply hv
        funext i
        fin_cases i
        exacts [a, b]
      · funext i
        fin_cases i
        · simpa [Matrix.mulVec, dotProduct, Fin.sum_univ_four] using h0
        · simp [Matrix.mulVec, dotProduct, Fin.sum_univ_four]
        · simp [Matrix.mulVec, dotProduct, Fin.sum_univ_four]
        · simpa [Matrix.mulVec, dotProduct, Fin.sum_univ_four] using h1
```

## The lowest singlet energy

The secular equation comes from the determinant. In the proof, `hdet` computes it, using \(g\bar g=|g|^2\), and `hker` expresses the fact that a matrix has a nonzero kernel vector exactly when its determinant vanishes.

```lean
/-- The secular equation of the singlet matrix. -/
theorem singlet_level_iff (e U : ℝ) (g : ℂ) (E : ℝ) :
    IsLevel (singletH e U g) E ↔ E * (E - (2 * e + U)) = ‖g‖ ^ 2 := by
  have hg : g * conj g = (‖g‖ : ℂ) ^ 2 := by
    rw [Complex.mul_conj, Complex.normSq_eq_norm_sq, Complex.ofReal_pow]
  have hdet : (singletH e U g - (E : ℂ) • (1 : Matrix (Fin 2) (Fin 2) ℂ)).det
      = ((E * (E - (2 * e + U)) - ‖g‖ ^ 2 : ℝ) : ℂ) := by
    rw [Matrix.det_fin_two]
    simp [singletH]
    linear_combination -hg
  have hker : IsLevel (singletH e U g) E ↔
      (singletH e U g - (E : ℂ) • (1 : Matrix (Fin 2) (Fin 2) ℂ)).det = 0 := by
    rw [← Matrix.exists_mulVec_eq_zero_iff]
    simp only [IsLevel, Matrix.sub_mulVec, Matrix.smul_mulVec, Matrix.one_mulVec, sub_eq_zero]
  rw [hker, hdet, Complex.ofReal_eq_zero, sub_eq_zero]
```

`IsLeast` says that a number belongs to a set and is a lower bound for it. The proof of `singlet_ground` has these two parts. Membership follows by inserting \(m-R\) into the secular equation and using the square of the root, `hs`. For the lower bound, every level satisfies \((E-m)^2=m^2+|g|^2\); `Real.abs_le_sqrt` turns this into \(|E-m|\le R\), and therefore \(E\ge m-R\).

```lean
/-- The closed form `singletEnergy` is the smallest eigenvalue of the singlet matrix. -/
theorem singlet_ground (e U : ℝ) (g : ℂ) :
    IsLeast {E | IsLevel (singletH e U g) E} (singletEnergy e U g) := by
  have hs := Real.sq_sqrt (show 0 ≤ (e + U / 2) ^ 2 + ‖g‖ ^ 2 by positivity)
  constructor
  · rw [Set.mem_ofPred_eq, singlet_level_iff, singletEnergy]
    linear_combination hs
  · intro E hE
    rw [Set.mem_ofPred_eq, singlet_level_iff] at hE
    -- completing the square bounds the distance of E from the mean singlet energy
    have h := Real.abs_le_sqrt
      (show (E - (e + U / 2)) ^ 2 ≤ (e + U / 2) ^ 2 + ‖g‖ ^ 2 by nlinarith)
    have h' := (abs_le.mp h).1
    unfold singletEnergy
    linarith
```

Together with the splitting of the spectrum, this gives the ground energy of the full dot. The minimum is a level whichever of the two energies it equals, and every level is bounded below by one of them.

```lean
/-- The ground energy of the dot is the smaller of the lower singlet energy and `e`. -/
theorem dot_ground (e U : ℝ) (g : ℂ) :
    IsLeast {E | IsLevel (dotH e U g) E} (min (singletEnergy e U g) e) := by
  constructor
  · rw [Set.mem_ofPred_eq, dot_level_iff]
    rcases min_choice (singletEnergy e U g) e with h | h
    · rw [h]
      exact Or.inr (singlet_ground e U g).1
    · exact Or.inl h
  · intro E hE
    rcases (dot_level_iff e U g E).mp hE with h | h
    · exact (min_le_right _ _).trans h.ge
    · exact (min_le_left _ _).trans ((singlet_ground e U g).2 h)
```

## Comparing singlet and doublet

In the main theorem, `E` is any number that is the least level of the singlet matrix, and `hU` is the assumption \(U\ge0\). By `singlet_ground` such a number always exists, and by uniqueness of least elements it equals the closed form; the first rewriting step makes this replacement. `Real.lt_sqrt` then supplies the squaring step: for \(U/2\ge0\), the inequality \(U/2<R\) is equivalent to \((U/2)^2<R^2\). The rest is linear rearrangement.

```lean
/-- For `U ≥ 0`, the smallest singlet eigenvalue lies below the doublet energy `e` exactly when `(e
+ U/2)² + |g|² > U²/4`. -/
theorem zero_pi_transition {e U E : ℝ} {g : ℂ} (hU : 0 ≤ U)
    (hE : IsLeast {E | IsLevel (singletH e U g) E} E) :
    E < e ↔ (e + U / 2) ^ 2 + ‖g‖ ^ 2 > U ^ 2 / 4 := by
  rw [hE.unique (singlet_ground e U g), singletEnergy]
  have key := Real.lt_sqrt (y := (e + U / 2) ^ 2 + ‖g‖ ^ 2) (show 0 ≤ U / 2 by linarith)
  constructor
  · intro h
    have := key.mp (by linarith)
    linarith
  · intro h
    have := key.mpr (by linarith)
    linarith
```

The opposite ordering has its own theorem. The two strict statements leave equality as the case in which singlet and doublet are degenerate. Here the squares are compared in each direction separately, with \(R\ge0\) and \(U/2\ge0\) justifying the passage between \(R<U/2\) and \(R^2<U^2/4\).

```lean
/-- For `U ≥ 0`, the doublet energy `e` lies below every singlet eigenvalue exactly when `(e + U/2)²
+ |g|² < U²/4`. -/
theorem doublet_below_iff {e U E : ℝ} {g : ℂ} (hU : 0 ≤ U)
    (hE : IsLeast {E | IsLevel (singletH e U g) E} E) :
    e < E ↔ (e + U / 2) ^ 2 + ‖g‖ ^ 2 < U ^ 2 / 4 := by
  rw [hE.unique (singlet_ground e U g), singletEnergy]
  have hs := Real.sq_sqrt (show 0 ≤ (e + U / 2) ^ 2 + ‖g‖ ^ 2 by positivity)
  have h0 := Real.sqrt_nonneg ((e + U / 2) ^ 2 + ‖g‖ ^ 2)
  constructor
  · intro h
    nlinarith
  · intro h
    have := lt_of_pow_lt_pow_left₀ 2 (show 0 ≤ U / 2 by linarith)
      (show √((e + U / 2) ^ 2 + ‖g‖ ^ 2) ^ 2 < (U / 2) ^ 2 by linarith)
    linarith
```

The last theorem sets \(e=-U/2\) and \(g=\Gamma\cos(\varphi/2)\). The term \((e+U/2)^2\) vanishes, the norm of a real number is its absolute value, and taking roots of non-negative quantities leaves \(U/2<|\Gamma\cos(\varphi/2)|\). The coupling `Γ` may be any real number, since only the absolute value enters. The cosine form of the pairing is inserted as an assumption about two symmetric leads; unequal couplings generally give a different \(|g|\), to which the main theorem still applies.

```lean
/-- For `U ≥ 0`, `e = -U/2` and pairing `Γ cos(φ/2)`, the smallest singlet eigenvalue lies below the
doublet energy exactly when `|Γ cos(φ/2)|` exceeds `U/2`. -/
theorem phase_biased_transition {U Γ φ E : ℝ} (hU : 0 ≤ U)
    (hE : IsLeast {E | IsLevel (singletH (-U / 2) U ((Γ * Real.cos (φ / 2) : ℝ) : ℂ)) E} E) :
    E < -U / 2 ↔ U / 2 < |Γ * Real.cos (φ / 2)| := by
  rw [zero_pi_transition hU hE, Complex.norm_real, Real.norm_eq_abs]
  have h0 := abs_nonneg (Γ * Real.cos (φ / 2))
  constructor
  · intro h
    exact lt_of_pow_lt_pow_left₀ 2 h0 (by linarith)
  · intro h
    nlinarith

end

end SuperconductingDot
```

```lean
#print axioms SuperconductingDot.anticommutation
#print axioms SuperconductingDot.dot_ground
#print axioms SuperconductingDot.doublet_below_iff
#print axioms SuperconductingDot.phase_biased_transition
```

```
'SuperconductingDot.anticommutation' depends on axioms: [propext, Classical.choice, Quot.sound]
'SuperconductingDot.dot_ground' depends on axioms: [propext, Classical.choice, Quot.sound]
'SuperconductingDot.doublet_below_iff' depends on axioms: [propext, Classical.choice, Quot.sound]
'SuperconductingDot.phase_biased_transition' depends on axioms: [propext, Classical.choice, Quot.sound]
```
